# Counting k-points up to time reversal on shifted uniform meshes

Electronic-structure calculations for crystals commonly replace averages over the Brillouin zone by weighted sums over a uniform mesh of k-points, with a Hamiltonian to diagonalise at each point. In a crystal with time-reversal symmetry the energies at $k$ and $-k$ coincide, so one diagonalisation serves both. The saving depends on where the mesh sits: a shift can move points off the positions that are their own time-reversed partners, or leave $-k$ off the mesh altogether. How many diagonalisations remain?

## Points, classes and shifts

Write $k=\sum_i k_i b_i$ with primitive reciprocal vectors $b_i$, which include the factor $2\pi$. In these reduced coordinates reciprocal lattice vectors are integer vectors. Two points $k,k'\in\mathbb R^d$ are equivalent when $k-k'\in\mathbb Z^d$ or $k+k'\in\mathbb Z^d$.

```lean
import Mathlib

open Finset

namespace ShiftedMeshTimeReversal

noncomputable section

variable {d : ℕ}
```

This is an equivalence relation. For transitivity, add or subtract the two given integer vectors: for example, $k+k'=m$ and $k'+k''=n$ give $k-k''=m-n$. The four cases below are the four combinations of signs.

```lean
/-- Time-reversal identification of k-points in reduced coordinates: `k` and `k'` are equivalent
when `k - k'` or `k + k'` is a vector of integers. -/
def timeReversal (d : ℕ) : Setoid (Fin d → ℝ) where
  r k k' := (∀ i, ∃ m : ℤ, k i - k' i = m) ∨ (∀ i, ∃ m : ℤ, k i + k' i = m)
  iseqv :=
    { refl := fun k => Or.inl fun i => ⟨0, by simp⟩
      symm := fun {k k'} h => by
        rcases h with h | h
        · refine Or.inl fun i => ?_
          obtain ⟨m, hm⟩ := h i
          exact ⟨-m, by push_cast; linarith⟩
        · refine Or.inr fun i => ?_
          obtain ⟨m, hm⟩ := h i
          exact ⟨m, by linarith⟩
      trans := fun {k k' k''} h g => by
        rcases h with h | h <;> rcases g with g | g
        · refine Or.inl fun i => ?_
          obtain ⟨m, hm⟩ := h i
          obtain ⟨n, hn⟩ := g i
          exact ⟨m + n, by push_cast; linarith⟩
        · refine Or.inr fun i => ?_
          obtain ⟨m, hm⟩ := h i
          obtain ⟨n, hn⟩ := g i
          exact ⟨m + n, by push_cast; linarith⟩
        · refine Or.inr fun i => ?_
          obtain ⟨m, hm⟩ := h i
          obtain ⟨n, hn⟩ := g i
          exact ⟨m - n, by push_cast; linarith⟩
        · refine Or.inl fun i => ?_
          obtain ⟨m, hm⟩ := h i
          obtain ⟨n, hn⟩ := g i
          exact ⟨m - n, by push_cast; linarith⟩ }
```

For $N\ge1$ divisions per axis and a shift $t\in\mathbb R^d$, the mesh points are $k_j=j/N+t$, with labels $j\in(\mathbb Z/N)^d$. Lean's `(j i).val` is the representative of $j_i$ between $0$ and $N-1$.

```lean
/-- The point `j / N + t` of the uniform mesh with `N ≥ 1` divisions per axis and shift `t`. -/
def meshPoint (N : ℕ) (t : Fin d → ℝ) (j : Fin d → ZMod N) : Fin d → ℝ :=
  fun i => ((j i).val : ℝ) / N + t i
```

Let $C_N(t)$, in Lean `classCount N t`, be the number of different classes among the mesh points. It is the size of the mesh's image in the quotient by `timeReversal d`.

```lean
/-- The number of time-reversal classes met by the mesh with `N ≥ 1` divisions and shift `t`. -/
def classCount (N : ℕ) (t : Fin d → ℝ) : ℕ :=
  (Set.range fun j : Fin d → ZMod N =>
    Quotient.mk (timeReversal d) (meshPoint N t j)).ncard
```

The spacing is $1/N$. An integer vector $s$ specifies a shift by $s_i$ half-spacings along axis $i$, so $t_i=s_i/(2N)$.

```lean
/-- The shift by `s i` half-spacings along each axis `i`, that is `s i / (2 N)`, for `N ≥ 1`. -/
def halfShift (N : ℕ) (s : Fin d → ℤ) : Fin d → ℝ := fun i => (s i : ℝ) / (2 * N)
```

Finally, define a map on labels by $\sigma_s(j)=-j-s$, computed modulo $N$.

```lean
/-- The mesh label `-j - s`. -/
def partner (N : ℕ) (s : Fin d → ℤ) (j : Fin d → ZMod N) : Fin d → ZMod N :=
  fun i => -j i - (s i : ZMod N)
```

The model counts classes; that equivalent points have the same spectrum is physical input, supplied by lattice periodicity and time-reversal symmetry of the Hamiltonian. The counts bear on the cost of electronic-structure calculations using finite meshes with the same $N$ on every axis and no reduction by other crystal symmetries. In the Lean statements `[NeZero N]` means $N\ge1$.

## (a) Fractions that are integers

For an integer $a$ and $N\ge1$, show that
$$\frac aN\in\mathbb Z\iff a\equiv0\pmod N.$$

If $a/N=m$ with $m$ an integer, then $a=Nm$, so $N$ divides $a$. Conversely, $a=Nm$ gives $a/N=m$. The Lean proof first rewrites vanishing in `ZMod N` as divisibility, then treats these two directions.

```lean
/-- For `N ≥ 1`, the fraction `a / N` is an integer exactly when `a` vanishes modulo `N`. -/
theorem div_isInt_iff (N : ℕ) [NeZero N] (a : ℤ) :
    (∃ m : ℤ, (a : ℝ) / N = m) ↔ (a : ZMod N) = 0 := by
  have hN : (N : ℝ) ≠ 0 := Nat.cast_ne_zero.mpr (NeZero.ne N)
  rw [CharP.intCast_eq_zero_iff (ZMod N) N]
  constructor
  · rintro ⟨m, hm⟩
    refine ⟨m, ?_⟩
    rw [div_eq_iff hN] at hm
    have h : (a : ℝ) = ((N * m : ℤ) : ℝ) := by push_cast; linarith
    exact_mod_cast h
  · rintro ⟨m, rfl⟩
    exact ⟨m, by push_cast; field_simp⟩
```

## (b) Differences of mesh points

For any shift $t$, show that
$$k_j-k_{j'}\in\mathbb Z^d\iff j=j'.$$

The shift cancels, leaving $(j_i-j'_i)/N$ in component $i$. By (a) this is an integer exactly when $j_i=j'_i$ in $\mathbb Z/N$. In Lean, `e` writes the difference as one fraction, to which (a) applies.

```lean
/-- For `N ≥ 1`, two mesh points with the same shift differ by a vector of integers exactly when
their labels agree. -/
theorem meshPoint_sub_iff (N : ℕ) [NeZero N] (t : Fin d → ℝ) (j j' : Fin d → ZMod N) :
    (∀ i, ∃ m : ℤ, meshPoint N t j i - meshPoint N t j' i = m) ↔ j = j' := by
  rw [funext_iff]
  refine forall_congr' fun i => ?_
  have e : meshPoint N t j i - meshPoint N t j' i
      = (((j i).val - (j' i).val : ℤ) : ℝ) / N := by
    simp only [meshPoint, Int.cast_sub, Int.cast_natCast]
    ring
  rw [e, div_isInt_iff]
  simp only [Int.cast_sub, Int.cast_natCast, ZMod.natCast_zmod_val, sub_eq_zero]
```

## (c) Sums of mesh points

For a shift by $s$ half-spacings, show that
$$k_j+k_{j'}\in\mathbb Z^d\iff j=\sigma_s(j').$$

Two half-spacings make a spacing, so component $i$ of the sum is
$$\frac{j_i}{N}+\frac{j'_i}{N}+2\,\frac{s_i}{2N}=\frac{j_i+j'_i+s_i}{N}.$$
By (a) it is an integer exactly when $j_i+j'_i+s_i=0$ in $\mathbb Z/N$, that is, $j_i=-j'_i-s_i$. The time-reversed partner of a mesh point is therefore again on the mesh, modulo integers. The Lean proof follows the same route, with `linear_combination` rearranging the last equation.

```lean
/-- On a mesh with `N ≥ 1` shifted by `s` half-spacings, the point equivalent to `-k` modulo
integers is the one whose label is the partner `-j - s`. -/
theorem meshPoint_add_iff (N : ℕ) [NeZero N] (s : Fin d → ℤ) (j j' : Fin d → ZMod N) :
    (∀ i, ∃ m : ℤ, meshPoint N (halfShift N s) j i + meshPoint N (halfShift N s) j' i = m)
      ↔ j = partner N s j' := by
  rw [funext_iff]
  refine forall_congr' fun i => ?_
  have e : meshPoint N (halfShift N s) j i + meshPoint N (halfShift N s) j' i
      = (((j i).val + (j' i).val + s i : ℤ) : ℝ) / N := by
    simp only [meshPoint, halfShift, Int.cast_add, Int.cast_natCast]
    ring
  rw [e, div_isInt_iff]
  simp only [Int.cast_add, Int.cast_natCast, ZMod.natCast_zmod_val, partner]
  constructor <;> intro h <;> linear_combination h
```

## (d) Values of a function that identifies pairs

Let $\sigma$ be an involution on a finite set $A$, and let $f$ be a function on $A$ with $f(b)=f(a)$ exactly when $b=a$ or $b=\sigma(a)$. Show that
$$2\,|f(A)|=|A|+|\{a\in A:\sigma(a)=a\}|.$$

The elements sharing the value $f(a)$ are $a$ and $\sigma(a)$. If these differ, they contribute two to $|A|$ and nothing to the fixed points, since $\sigma(\sigma(a))=a\ne\sigma(a)$. If they agree, the single element contributes one to each term. Every value thus contributes two to the right-hand side, and summing over values gives the identity.

In the Lean proof, `h1` and `h2` split the two cardinalities over the values of `f`, and `h3` shows that each value contributes two.

```lean
/-- If `f` identifies exactly the pairs of an involution `σ` on a finite set, then twice the
number of values of `f` is the number of points plus the number of fixed points of `σ`. -/
theorem two_mul_card_pairs {α β : Type*} [Fintype α] [DecidableEq α] (f : α → β) (σ : α → α)
    (hσ : ∀ a, σ (σ a) = a) (h : ∀ b a, f b = f a ↔ b = a ∨ b = σ a) :
    2 * (Set.range f).ncard = Fintype.card α + (univ.filter fun a => σ a = a).card := by
  classical
  have hr : (Set.range f).ncard = (univ.image f).card := by
    rw [Set.ncard_eq_toFinset_card', Set.toFinset_range]
  have h1 : (univ : Finset α).card
      = ∑ q ∈ univ.image f, (univ.filter fun x => f x = q).card :=
    card_eq_sum_card_fiberwise fun a _ => by simp
  have h2 : (univ.filter fun a => σ a = a).card
      = ∑ q ∈ univ.image f, ((univ.filter fun a => σ a = a).filter fun x => f x = q).card :=
    card_eq_sum_card_fiberwise fun a _ => by simp
  -- each class contributes two: a pair, or one fixed point counted twice
  have h3 : ∑ q ∈ univ.image f, ((univ.filter fun x => f x = q).card
      + ((univ.filter fun a => σ a = a).filter fun x => f x = q).card)
      = ∑ q ∈ univ.image f, 2 := by
    refine sum_congr rfl fun q hq => ?_
    obtain ⟨a, -, rfl⟩ := mem_image.mp hq
    by_cases ha : σ a = a
    · have e1 : (univ.filter fun x => f x = f a) = {a} := by
        ext x
        simp [h, ha]
      have e2 : ((univ.filter fun a => σ a = a).filter fun x => f x = f a) = {a} := by
        ext x
        simp only [mem_filter, mem_univ, true_and, mem_singleton, h, ha, or_self]
        exact ⟨fun p => p.2, fun p => ⟨by rw [p, ha], p⟩⟩
      rw [e1, e2, card_singleton]
    · have e1 : (univ.filter fun x => f x = f a) = {a, σ a} := by
        ext x
        simp [h]
      have e2 : ((univ.filter fun a => σ a = a).filter fun x => f x = f a) = ∅ := by
        ext x
        simp only [mem_filter, mem_univ, true_and, h, notMem_empty, iff_false]
        rintro ⟨p, hx | hx⟩
        · exact ha (hx ▸ p)
        · rw [hx, hσ] at p
          exact ha p.symm
      rw [e1, e2, card_pair (Ne.symm ha), card_empty]
  rw [sum_add_distrib, ← h1, ← h2, sum_const, smul_eq_mul, card_univ] at h3
  rw [hr]
  omega
```

## (e) Classes and self-paired points

For a shift by $s$ half-spacings, show that
$$2\,C_N\!\left(\frac{s}{2N}\right)=N^d+|\{j:\sigma_s(j)=j\}|.$$

The map $\sigma_s$ is an involution, because $-(-j-s)-s=j$. By (b) and (c), two mesh points are equivalent exactly when their labels agree or are exchanged by $\sigma_s$. Apply (d) with $f$ sending a label to the class of its point; there are $N^d$ labels. The Lean term `key` is this application.

```lean
/-- For `N ≥ 1` and a shift by `s` half-spacings, twice the number of time-reversal classes is
`N ^ d` plus the number of mesh points that are their own partner. -/
theorem two_mul_classCount (N : ℕ) [NeZero N] (s : Fin d → ℤ) :
    2 * classCount N (halfShift N s)
      = N ^ d + (univ.filter fun j : Fin d → ZMod N => partner N s j = j).card := by
  have key := two_mul_card_pairs
    (fun j : Fin d → ZMod N => Quotient.mk (timeReversal d) (meshPoint N (halfShift N s) j))
    (partner N s) (fun j => by funext i; simp only [partner]; ring)
    (fun b a => Iff.trans Quotient.eq
      (or_congr (meshPoint_sub_iff N _ b a) (meshPoint_add_iff N s b a)))
  have hc : Fintype.card (Fin d → ZMod N) = N ^ d := by simp [ZMod.card]
  rw [hc] at key
  exact key
```

## (f) Even N with an odd shift component

Let $N$ be even and let at least one $s_i$ be odd. Show that
$$2\,C_N\!\left(\frac{s}{2N}\right)=N^d.$$

A self-paired label would satisfy $2j_i+s_i\equiv0\pmod N$ on every axis. Since $N$ is even, $2j_i+s_i$ would be even, and so would $s_i$. On the axis where $s_i$ is odd this is a contradiction. There are no self-paired points, and (e) gives the result.

Evenness of $N$ alone is not enough. For $N=2$, $d=1$, $s=0$, the points $0$ and $1/2$ are each their own partner, which makes two classes where the formula would give one.

In Lean, `h0` becomes the divisibility of $2j_i+s_i$ by $N$, `h3` passes to divisibility by two, and `omega` finds the contradiction.

```lean
/-- For even `N ≥ 1`, if every axis is shifted by a whole number of half-spacings, and at least one
of these numbers is odd, the mesh has `N ^ d / 2` time-reversal classes. -/
theorem classCount_even (N : ℕ) [NeZero N] (hN : Even N) (s : Fin d → ℤ)
    (hs : ∃ i, Odd (s i)) : 2 * classCount N (halfShift N s) = N ^ d := by
  rw [two_mul_classCount, Nat.add_eq_left, card_eq_zero, filter_eq_empty_iff]
  intro j _ hj
  obtain ⟨i, q, hq⟩ := hs
  -- a self-paired point would make `2 j + s` divisible by the even number `N`
  have h0 : ((2 * ((j i).val : ℤ) + s i : ℤ) : ZMod N) = 0 := by
    have hi := congrFun hj i
    simp only [partner] at hi
    simp only [Int.cast_add, Int.cast_mul, Int.cast_ofNat, Int.cast_natCast,
      ZMod.natCast_zmod_val]
    linear_combination -hi
  rw [CharP.intCast_eq_zero_iff (ZMod N) N] at h0
  have h2 : (2 : ℤ) ∣ (N : ℤ) := by exact_mod_cast hN.two_dvd
  have h3 := dvd_trans h2 h0
  omega
```

## (g) Odd N

Let $N$ be odd and $s$ any integer vector. Show that
$$2\,C_N\!\left(\frac{s}{2N}\right)=N^d+1.$$

Write $N=2m+1$, so $2m=-1$ in $\mathbb Z/N$. A self-paired label satisfies $2j_i=-s_i$. Multiplying by $m$ gives $-j_i=-ms_i$, hence $j_i=ms_i$. Conversely, $2ms_i=-s_i$, so this label is self-paired. There is exactly one, and (e) gives the count. The choice $s=0$ is allowed, and then the self-paired point is $k=0$.

The Lean proof records $2m+1=0$ as `h0`; its last two lines are the two directions.

```lean
/-- For odd `N`, a mesh shifted by any whole numbers of half-spacings has `(N ^ d + 1) / 2`
time-reversal classes. -/
theorem classCount_odd (N : ℕ) [NeZero N] (hN : Odd N) (s : Fin d → ℤ) :
    2 * classCount N (halfShift N s) = N ^ d + 1 := by
  rw [two_mul_classCount]
  congr 1
  obtain ⟨m, hm⟩ := hN
  have h0 : 2 * (m : ZMod N) + 1 = 0 := by
    have h := congrArg (Nat.cast : ℕ → ZMod N) hm
    rw [ZMod.natCast_self] at h
    push_cast at h
    exact h.symm
  -- since `2 m = -1`, the only self-paired label is `m s`
  refine card_eq_one.mpr ⟨fun i => (m : ZMod N) * (s i : ZMod N), ?_⟩
  ext j
  simp only [mem_filter, mem_univ, true_and, mem_singleton, funext_iff, partner]
  refine forall_congr' fun i => ⟨fun h => ?_, fun h => ?_⟩
  · linear_combination (m : ZMod N) * h + j i * h0
  · linear_combination -2 * h - (s i : ZMod N) * h0
```

## (h) Half a spacing along every axis

Let $d\ge1$ and shift every component by $1/(2N)$. Show that
$$C_N\!\left(\frac1{2N},\ldots,\frac1{2N}\right)=\begin{cases}N^d/2,&N\text{ even},\\(N^d+1)/2,&N\text{ odd}.\end{cases}$$

This is $s=(1,\ldots,1)$. Since $d\ge1$ there is an axis, and its $s_i=1$ is odd, so (f) applies for even $N$; (g) applies for odd $N$. Lean states both counts multiplied by two and uses axis `0` as the odd one.

To average a function of the energies using time reversal as the only symmetry, one can diagonalise at one representative per class and weight the result by the number of mesh points in that class divided by $N^d$. A $4\times4\times4$ mesh with this shift needs 32 diagonalisations, each of weight $2/64$. Without the shift, the eight points with all components $0$ or $1/2$ are self-paired, and (e) gives 36. A shifted $5\times5\times5$ mesh needs 63: 62 pairs of weight $2/125$ and the point $(1/2,1/2,1/2)$ of weight $1/125$.

```lean
/-- In dimension `d ≥ 1` with `N ≥ 1`, the mesh shifted by `1 / (2 N)` in every component has
`N ^ d / 2` time-reversal classes for even `N` and `(N ^ d + 1) / 2` for odd `N`. -/
theorem classCount_fullShift (N : ℕ) [NeZero N] (hd : 0 < d) :
    (Even N → 2 * classCount N (fun _ : Fin d => 1 / (2 * (N : ℝ))) = N ^ d) ∧
    (Odd N → 2 * classCount N (fun _ : Fin d => 1 / (2 * (N : ℝ))) = N ^ d + 1) := by
  have e : (fun _ : Fin d => 1 / (2 * (N : ℝ))) = halfShift N (fun _ => 1) := by
    funext i
    simp only [halfShift, Int.cast_one]
  rw [e]
  exact ⟨fun h => classCount_even N h _ ⟨⟨0, hd⟩, odd_one⟩, fun h => classCount_odd N h _⟩
```

## (i) Shifts off the half-spacing grid

Suppose $2Nt_i$ is not an integer for some axis $i$. Show that
$$C_N(t)=N^d.$$

If $k_j+k_{j'}$ were an integer vector with component $m$ along that axis, then
$$\frac{j_i+j'_i}{N}+2t_i=m,\qquad\text{so}\qquad 2Nt_i=Nm-j_i-j'_i,$$
which is an integer, contrary to assumption. Equivalent mesh points therefore differ by an integer vector, and by (b) their labels agree. All $N^d$ points lie in different classes, and time reversal saves no diagonalisations on such a mesh. For $N=2$, $d=1$, $t=1/8$, the points are $1/8$ and $5/8$, while their partners lie at $7/8$ and $3/8$ modulo integers.

In Lean this is the injectivity statement `hinj`, from which the size of the image follows.

```lean
/-- For `N ≥ 1`, if some component of the shift is not an integer multiple of `1 / (2 N)`, all
`N ^ d` mesh points are inequivalent under time reversal. -/
theorem classCount_generic (N : ℕ) [NeZero N] (t : Fin d → ℝ)
    (ht : ∃ i, ∀ m : ℤ, 2 * N * t i ≠ m) : classCount N t = N ^ d := by
  have hN : (N : ℝ) ≠ 0 := Nat.cast_ne_zero.mpr (NeZero.ne N)
  have hinj : Function.Injective fun j : Fin d → ZMod N =>
      Quotient.mk (timeReversal d) (meshPoint N t j) := by
    intro j j' h
    rcases Quotient.eq.mp h with h | h
    · exact (meshPoint_sub_iff N t j j').mp h
    · -- a pair `k, -k` would force `2 N t` to be an integer
      obtain ⟨i, hi⟩ := ht
      obtain ⟨m, hm⟩ := h i
      refine absurd ?_ (hi (N * m - (j i).val - (j' i).val))
      simp only [meshPoint] at hm
      simp only [Int.cast_sub, Int.cast_mul, Int.cast_natCast]
      field_simp at hm
      linarith
  rw [classCount, ← Set.image_univ, Set.ncard_image_of_injective _ hinj, Set.ncard_univ,
    Nat.card_eq_fintype_card]
  simp [ZMod.card]

end

end ShiftedMeshTimeReversal
```

```lean
#print axioms ShiftedMeshTimeReversal.classCount_fullShift
#print axioms ShiftedMeshTimeReversal.classCount_generic
```

```
'ShiftedMeshTimeReversal.classCount_fullShift' depends on axioms: [propext, Classical.choice, Quot.sound]
'ShiftedMeshTimeReversal.classCount_generic' depends on axioms: [propext, Classical.choice, Quot.sound]
```
